# For weighted unit axes, the pair average of $P_2$ is two thirds of $\operatorname{tr} S^2$

## Axes, weights and the order tensor

Let $n_i\in\mathbb R^3$ be finitely many vectors with $n_i\cdot n_i=1$, and let $p_i\ge 0$ be weights with $\sum_i p_i=1$. Each $n_i$ is one orientation of a molecular axis, for example a bond, and $p_i$ is its population. The second Legendre polynomial is $P_2(x)=(3x^2-1)/2$. With $\mathbb 1$ the $3\times3$ identity matrix, a single axis $u$ has the tensor

$$Q(u)=\tfrac12\,(3\,uu^{T}-\mathbb 1),$$

and the order tensor of the ensemble is $S=\sum_i p_i\,Q(n_i)$. Since $Q(-u)=Q(u)$, only the axis matters and not its sense.

The claim is that

$$\sum_{i,j}p_ip_j\,P_2(n_i\cdot n_j)=\tfrac23\operatorname{tr}S^2,$$

that this number lies in $[0,1]$, and that it equals 1 exactly when all axes of positive weight agree up to sign.

In the analysis of NMR relaxation, the left side is the long-time limit of the $P_2$ autocorrelation function of an axis whose orientations at distant times are independent, here with finitely many orientations. For a finite set of simulation frames, the right side gives the same number from one pass over the frames instead of a sum over all pairs.

## From two axes to the ensemble

**Two axes.** Let $u,v$ be unit vectors and $c=u\cdot v$. Because $\operatorname{tr}(uu^Tvv^T)=c^2$ and $\operatorname{tr}\mathbb 1=3$,

$$\operatorname{tr}\big(Q(u)Q(v)\big)=\tfrac14\big(9c^2-3\,u\cdot u-3\,v\cdot v+3\big)=\tfrac14(9c^2-3)=\tfrac32P_2(c).$$

**The pair formula.** The trace of a product is linear in each factor, so

$$\operatorname{tr}S^2=\sum_{i,j}p_ip_j\operatorname{tr}\big(Q(n_i)Q(n_j)\big)=\tfrac32\sum_{i,j}p_ip_jP_2(n_i\cdot n_j).$$

**The lower bound.** $S$ is symmetric, hence $\operatorname{tr}S^2=\sum_{a,b}S_{ab}S_{ba}=\sum_{a,b}S_{ab}^2\ge0$. The value is zero exactly when every component of $S$ is zero.

**The upper bound.** For unit vectors, $|u-v|^2=2-2c$ and $|u+v|^2=2+2c$. Both are nonnegative, so

$$1-P_2(c)=\tfrac32(1-c)(1+c)\ge0,$$

with equality only if $c=1$, which makes $u-v=0$, or $c=-1$, which makes $u+v=0$. Since $\sum_{i,j}p_ip_j=1$,

$$1-\tfrac23\operatorname{tr}S^2=\sum_{i,j}p_ip_j\big(1-P_2(n_i\cdot n_j)\big)\ge0.$$

**The equality case.** A sum of nonnegative terms vanishes only if each term does. If $p_i$ and $p_j$ are both positive, then $P_2(n_i\cdot n_j)=1$ and $n_i=\pm n_j$. Conversely, if all positively weighted axes agree up to sign, every term is zero.

**A bound along any direction.** Let $u$ be a unit vector and $s=\sum_ip_iP_2(n_i\cdot u)$ the order parameter along it. The two-axis formula gives $\operatorname{tr}(S\,Q(u))=\tfrac32s$ and $\operatorname{tr}Q(u)^2=\tfrac32$. The matrix $S-sQ(u)$ is symmetric, so

$$0\le\operatorname{tr}\big(S-sQ(u)\big)^2=\operatorname{tr}S^2-3s^2+\tfrac32s^2,$$

and therefore $s^2\le\tfrac23\operatorname{tr}S^2$.

**Zero order without isotropy.** For three orthogonal axes $e_i$ with weights $\tfrac13$, the identity $\sum_ie_ie_i^T=\mathbb 1$ gives $S=\tfrac12(\mathbb 1-\mathbb 1)=0$. The lower bound is thus reached by an ensemble that is far from spherically uniform.

## Negative weights can break the upper bound

Take two orthogonal axes with weights $2$ and $-1$. The weights sum to 1, but $P_2(0)=-\tfrac12$ gives

$$4\cdot1+1\cdot1+2\cdot(2)(-1)\cdot\big(-\tfrac12\big)=7.$$

The pair formula and the lower bound survive, because neither uses the sign of the weights. The upper bound does use it, in the sign of each term of the deficit.

## The tensors in Lean

The development works with real matrices from Mathlib.

```lean
import Mathlib

open Matrix

namespace OrderTensorInvariant

noncomputable section
```

The polynomial is a function on all of $\mathbb R$, not only on cosines.

```lean
/-- The second Legendre polynomial `P₂(x) = (3x² - 1)/2`. -/
def P2 (x : ℝ) : ℝ := (3 * x ^ 2 - 1) / 2
```

An axis is a function `Fin 3 → ℝ`, that is, three Cartesian components. In the next definition `vecMulVec u u` is the dyad $uu^T$, and `1` is the identity matrix.

```lean
/-- The tensor `(3 u uᵀ - 1)/2` of a single molecular axis `u`. -/
def axisTensor (u : Fin 3 → ℝ) : Matrix (Fin 3) (Fin 3) ℝ :=
  (1 / 2 : ℝ) • ((3 : ℝ) • vecMulVec u u - 1)
```

The ensemble is indexed by an arbitrary finite type `ι`. Continuous orientational distributions are not covered. The definition puts no condition on `p` or `n`; normalisation and unit length enter as hypotheses of the theorems.

```lean
/-- The order tensor of an ensemble of axes `n i` with weights `p i`. -/
def orderTensor {ι : Type*} [Fintype ι] (p : ι → ℝ) (n : ι → Fin 3 → ℝ) :
    Matrix (Fin 3) (Fin 3) ℝ :=
  ∑ i, p i • axisTensor (n i)
```

## Components and symmetry

The first lemma writes out $Q(u)_{ab}=(3u_au_b-\delta_{ab})/2$.

```lean
/-- The Cartesian components of the tensor of a single axis. -/
lemma axisTensor_apply (u : Fin 3 → ℝ) (a b : Fin 3) :
    axisTensor u a b = (3 * (u a * u b) - if a = b then 1 else 0) / 2 := by
  simp only [axisTensor, Matrix.smul_apply, Matrix.sub_apply, Matrix.vecMulVec_apply,
    Matrix.one_apply, smul_eq_mul]
  ring
```

Symmetry of $Q(u)$ follows by exchanging the two factors $u_a$ and $u_b$, and $S$ inherits it term by term.

```lean
/-- The tensor of a single axis is symmetric. -/
lemma axisTensor_isSymm (u : Fin 3 → ℝ) : (axisTensor u).IsSymm := by
  refine Matrix.IsSymm.ext fun a b => ?_
  by_cases h : a = b
  · rw [h]
  · rw [axisTensor_apply, axisTensor_apply, if_neg h, if_neg (Ne.symm h), mul_comm (u b)]

/-- The order tensor is symmetric. -/
lemma orderTensor_isSymm {ι : Type*} [Fintype ι] (p : ι → ℝ) (n : ι → Fin 3 → ℝ) :
    (orderTensor p n).IsSymm := by
  refine Matrix.IsSymm.ext fun a b => ?_
  rw [orderTensor, Matrix.sum_apply, Matrix.sum_apply]
  exact Finset.sum_congr rfl fun i _ => by
    rw [Matrix.smul_apply, Matrix.smul_apply, (axisTensor_isSymm (n i)).apply a b]
```

For a symmetric matrix, $M_{ab}M_{ba}$ becomes $M_{ab}^2$. Every positivity statement about a trace below rests on this lemma.

```lean
/-- For a symmetric tensor, the trace of the square is the sum of the squared components. -/
lemma trace_sq_eq_sum_sq {M : Matrix (Fin 3) (Fin 3) ℝ} (hM : M.IsSymm) :
    trace (M * M) = ∑ a, ∑ b, M a b ^ 2 := by
  simp only [Matrix.trace, Matrix.diag_apply, Matrix.mul_apply]
  refine Finset.sum_congr rfl fun a _ => Finset.sum_congr rfl fun b _ => ?_
  rw [hM.apply a b, sq]
```

## Two unit axes

Unit length is expressed as `u ⬝ᵥ u = 1`, where `⬝ᵥ` is the ordinary dot product. The proof expands everything into components. What remains between the two sides is $-\tfrac34(u\cdot u-1)-\tfrac34(v\cdot v-1)$, and `linear_combination` is given exactly these coefficients.

```lean
/-- The contraction of the tensors of two unit axes is `3/2` times `P₂` of the cosine of the
angle between them. -/
theorem trace_axisTensor_mul {u v : Fin 3 → ℝ} (hu : u ⬝ᵥ u = 1) (hv : v ⬝ᵥ v = 1) :
    trace (axisTensor u * axisTensor v) = 3 / 2 * P2 (u ⬝ᵥ v) := by
  simp only [dotProduct, Fin.sum_univ_three] at hu hv
  simp only [P2, dotProduct, Matrix.trace, Matrix.diag_apply, Matrix.mul_apply,
    Fin.sum_univ_three, axisTensor_apply, Fin.isValue, Fin.reduceEq, if_true, if_false]
  linear_combination (-3 / 4) * hu + (-3 / 4) * hv
```

The squared lengths of $u-v$ and $u+v$ come next.

```lean
/-- Squared lengths of the difference and the sum of two unit axes. -/
lemma sq_length_sub_add {u v : Fin 3 → ℝ} (hu : u ⬝ᵥ u = 1) (hv : v ⬝ᵥ v = 1) :
    (u - v) ⬝ᵥ (u - v) = 2 - 2 * (u ⬝ᵥ v) ∧ (u + v) ⬝ᵥ (u + v) = 2 + 2 * (u ⬝ᵥ v) := by
  simp only [dotProduct, Fin.sum_univ_three, Pi.sub_apply, Pi.add_apply] at hu hv ⊢
  constructor <;> linear_combination hu + hv
```

They yield the bound on $P_2$ and its equality case. The product of the nonnegative numbers $1-c$ and $1+c$ is handed to `nlinarith`. For equality, the factorisation $(c-1)(c+1)=0$ leaves two cases, and in each a vector of zero squared length is the zero vector, by `dotProduct_self_eq_zero`.

```lean
/-- For two unit axes, `P₂` of the cosine of their angle is at most one, and it equals one
exactly when the axes agree up to sign. -/
theorem P2_le_one_and_eq_iff {u v : Fin 3 → ℝ} (hu : u ⬝ᵥ u = 1) (hv : v ⬝ᵥ v = 1) :
    P2 (u ⬝ᵥ v) ≤ 1 ∧ (P2 (u ⬝ᵥ v) = 1 ↔ u = v ∨ u = -v) := by
  obtain ⟨hs, ha⟩ := sq_length_sub_add hu hv
  have pos : ∀ w : Fin 3 → ℝ, 0 ≤ w ⬝ᵥ w := fun w =>
    Finset.sum_nonneg fun i _ => mul_self_nonneg (w i)
  refine ⟨?_, ?_, ?_⟩
  · have h1 : 0 ≤ 1 - u ⬝ᵥ v := by linarith [pos (u - v)]
    have h2 : 0 ≤ 1 + u ⬝ᵥ v := by linarith [pos (u + v)]
    unfold P2
    nlinarith [mul_nonneg h1 h2]
  · intro h
    unfold P2 at h
    have h0 : (u ⬝ᵥ v - 1) * (u ⬝ᵥ v + 1) = 0 := by linear_combination (2 / 3) * h
    rcases mul_eq_zero.1 h0 with h1 | h1
    · exact Or.inl (sub_eq_zero.1 (dotProduct_self_eq_zero.1 (by linarith)))
    · exact Or.inr (eq_neg_of_add_eq_zero_left (dotProduct_self_eq_zero.1 (by linarith)))
  · rintro (h | h)
    · rw [h, hv]; norm_num [P2]
    · rw [h, neg_dotProduct, hv]; norm_num [P2]
```

## The pair formula and the range of the invariant

The pair formula needs only `hn`, the unit length of every axis; the weights may be any real numbers. The proof expands the product of sums, moves the trace inside and applies the two-axis formula to each pair.

```lean
variable {ι : Type*} [Fintype ι] {p : ι → ℝ} {n : ι → Fin 3 → ℝ}

/-- The weighted pair average of `P₂` over unit axes is `2/3` of the trace of the squared
order tensor. -/
theorem pair_average_eq (hn : ∀ i, n i ⬝ᵥ n i = 1) :
    ∑ i, ∑ j, p i * p j * P2 (n i ⬝ᵥ n j)
      = 2 / 3 * trace (orderTensor p n * orderTensor p n) := by
  rw [orderTensor, Finset.sum_mul_sum, Matrix.trace_sum, Finset.mul_sum]
  refine Finset.sum_congr rfl fun i _ => ?_
  rw [Matrix.trace_sum, Finset.mul_sum]
  refine Finset.sum_congr rfl fun j _ => ?_
  rw [Matrix.smul_mul, Matrix.mul_smul, Matrix.trace_smul, Matrix.trace_smul,
    trace_axisTensor_mul (hn i) (hn j), smul_eq_mul, smul_eq_mul]
  ring
```

The main theorem adds `hp`, that no weight is negative, and `hp1`, that the weights sum to one. Its four parts are the pair formula, the two bounds and the equality criterion. The criterion is stated for pairs: any two axes of positive weight are equal or opposite. As the weights sum to one, some axis has positive weight, so this is the same as alignment with one common axis.

In the proof, `hdef` is the deficit formula, `hterm` says that each of its terms is nonnegative, and `hrow` says the same of each sum over `j` at fixed `i`.

```lean
/-- For a probability distribution of unit axes, the pair average of `P₂` equals
`(2/3) tr S²`, lies between zero and one, and equals one exactly when all axes of positive
weight agree up to sign. -/
theorem order_tensor_invariant (hp : ∀ i, 0 ≤ p i) (hp1 : ∑ i, p i = 1)
    (hn : ∀ i, n i ⬝ᵥ n i = 1) :
    ∑ i, ∑ j, p i * p j * P2 (n i ⬝ᵥ n j)
        = 2 / 3 * trace (orderTensor p n * orderTensor p n) ∧
      0 ≤ 2 / 3 * trace (orderTensor p n * orderTensor p n) ∧
      2 / 3 * trace (orderTensor p n * orderTensor p n) ≤ 1 ∧
      (2 / 3 * trace (orderTensor p n * orderTensor p n) = 1 ↔
        ∀ i j, 0 < p i → 0 < p j → n i = n j ∨ n i = -n j) := by
  have hpair := pair_average_eq (p := p) hn
  -- the deficit from perfect order is a sum of nonnegative pair terms
  have hdef : ∑ i, ∑ j, p i * p j * (1 - P2 (n i ⬝ᵥ n j))
      = 1 - 2 / 3 * trace (orderTensor p n * orderTensor p n) := by
    have h : ∑ i, ∑ j, p i * p j = 1 := by rw [← Finset.sum_mul_sum, hp1, mul_one]
    rw [← hpair]
    simp only [mul_sub, mul_one, Finset.sum_sub_distrib, h]
  have hterm : ∀ i j, 0 ≤ p i * p j * (1 - P2 (n i ⬝ᵥ n j)) := fun i j =>
    mul_nonneg (mul_nonneg (hp i) (hp j))
      (sub_nonneg.2 (P2_le_one_and_eq_iff (hn i) (hn j)).1)
  have hrow : ∀ i, 0 ≤ ∑ j, p i * p j * (1 - P2 (n i ⬝ᵥ n j)) := fun i =>
    Finset.sum_nonneg fun j _ => hterm i j
  refine ⟨hpair, ?_, ?_, ?_, ?_⟩
  · rw [trace_sq_eq_sum_sq (orderTensor_isSymm p n)]
    positivity
  · linarith [Finset.sum_nonneg fun i (_ : i ∈ Finset.univ) => hrow i]
  · intro h i j hi hj
    rw [h, sub_self] at hdef
    -- every pair term vanishes, so pairs of positive weight are aligned
    have h1 := (Finset.sum_eq_zero_iff_of_nonneg fun i _ => hrow i).1 hdef i
      (Finset.mem_univ i)
    have h2 := (Finset.sum_eq_zero_iff_of_nonneg fun j _ => hterm i j).1 h1 j
      (Finset.mem_univ j)
    have h3 := (mul_eq_zero.1 h2).resolve_left (mul_pos hi hj).ne'
    exact (P2_le_one_and_eq_iff (hn i) (hn j)).2.1 (by linarith)
  · intro h
    have h0 : ∑ i, ∑ j, p i * p j * (1 - P2 (n i ⬝ᵥ n j)) = 0 := by
      refine Finset.sum_eq_zero fun i _ => Finset.sum_eq_zero fun j _ => ?_
      rcases (hp i).eq_or_lt with hi | hi
      · rw [← hi]; ring
      rcases (hp j).eq_or_lt with hj | hj
      · rw [← hj]; ring
      rw [(P2_le_one_and_eq_iff (hn i) (hn j)).2.2 (h i j hi hj)]
      ring
    linarith
```

The equality case turns on `Finset.sum_eq_zero_iff_of_nonneg`. Given that all terms of a finite sum are nonnegative, it states that the sum is zero if and only if every term is. It handles one summation at a time, so the double sum takes two applications. The first treats the sums over `j` as the terms, uses `hrow`, and concludes that the sum belonging to the chosen `i` vanishes. The second opens that sum, uses `hterm`, and isolates the single term $p_ip_j(1-P_2(n_i\cdot n_j))=0$. Since $p_ip_j>0$, the last factor must vanish. In the converse direction, a pair containing a zero weight contributes nothing, and every other pair is aligned by assumption.

## Vanishing order and the bound along an axis

The same device, applied to the squared components of $S$, shows that the pair average is zero only if the whole tensor is zero. Again the weights are unrestricted.

```lean
/-- The pair average of `P₂` over unit axes vanishes exactly when the order tensor is zero. -/
theorem pair_average_eq_zero_iff (hn : ∀ i, n i ⬝ᵥ n i = 1) :
    ∑ i, ∑ j, p i * p j * P2 (n i ⬝ᵥ n j) = 0 ↔ orderTensor p n = 0 := by
  rw [pair_average_eq hn]
  constructor
  · intro h
    have h0 : trace (orderTensor p n * orderTensor p n) = 0 := by linarith
    rw [trace_sq_eq_sum_sq (orderTensor_isSymm p n)] at h0
    ext a b
    have h1 := (Finset.sum_eq_zero_iff_of_nonneg fun a _ =>
      Finset.sum_nonneg fun b _ => sq_nonneg (orderTensor p n a b)).1 h0 a (Finset.mem_univ a)
    have h2 := (Finset.sum_eq_zero_iff_of_nonneg fun b _ =>
      sq_nonneg (orderTensor p n a b)).1 h1 b (Finset.mem_univ b)
    simpa using h2
  · intro h
    simp [h]
```

The bound on the order parameter follows the derivation above line by line: `hSQ` is $\operatorname{tr}(S\,Q(u))=\tfrac32s$, `hQQ` is $\operatorname{tr}Q(u)^2=\tfrac32$, and `h` is the nonnegative trace of the squared remainder. Cyclicity of the trace merges the two cross terms. For a fast-averaged, axially symmetric second-rank coupling of constant strength with its axis along the $n_i$ and a strong field along $u$, $s$ is the factor that scales the secular part of the coupling, relative to an axis fixed along the field. In this finite-orientation model, $\sqrt{\tfrac23\operatorname{tr}S^2}$ therefore limits the magnitude of that factor for every field direction, as long as the populations do not depend on that direction.

```lean
/-- For weighted unit axes `n i`, the squared order parameter along any unit axis `u` is at most
`(2/3) tr S²`. -/
theorem order_parameter_sq_le (hn : ∀ i, n i ⬝ᵥ n i = 1) {u : Fin 3 → ℝ}
    (hu : u ⬝ᵥ u = 1) :
    (∑ i, p i * P2 (n i ⬝ᵥ u)) ^ 2
      ≤ 2 / 3 * trace (orderTensor p n * orderTensor p n) := by
  obtain ⟨s, hs⟩ : ∃ s, s = ∑ i, p i * P2 (n i ⬝ᵥ u) := ⟨_, rfl⟩
  have hSQ : trace (orderTensor p n * axisTensor u) = 3 / 2 * s := by
    rw [hs, orderTensor, Finset.sum_mul, Matrix.trace_sum, Finset.mul_sum]
    refine Finset.sum_congr rfl fun i _ => ?_
    rw [Matrix.smul_mul, Matrix.trace_smul, trace_axisTensor_mul (hn i) hu, smul_eq_mul]
    ring
  have hQQ : trace (axisTensor u * axisTensor u) = 3 / 2 := by
    rw [trace_axisTensor_mul hu hu, hu]; norm_num [P2]
  -- subtract the uniaxial part along `u`; the remainder has a nonnegative square
  have h : 0 ≤ trace ((orderTensor p n - s • axisTensor u)
      * (orderTensor p n - s • axisTensor u)) := by
    rw [trace_sq_eq_sum_sq ((orderTensor_isSymm p n).sub ((axisTensor_isSymm u).smul s))]
    positivity
  simp only [Matrix.sub_mul, Matrix.mul_sub, Matrix.smul_mul, Matrix.mul_smul,
    Matrix.trace_sub, Matrix.trace_smul, smul_eq_mul] at h
  rw [Matrix.trace_mul_comm (axisTensor u) (orderTensor p n), hSQ, hQQ] at h
  rw [← hs]
  nlinarith [h]
```

In the last theorem, `Pi.single i 1` is the Cartesian unit vector $e_i$. The nine components of $S$ are checked separately.

```lean
/-- The three Cartesian unit vectors, each with weight `1/3`, have zero order tensor. -/
theorem orderTensor_orthogonal_axes :
    orderTensor (fun _ : Fin 3 => (1 / 3 : ℝ)) (fun i => Pi.single i 1) = 0 := by
  ext a b
  fin_cases a <;> fin_cases b <;>
    simp [orderTensor, axisTensor_apply, Fin.sum_univ_three] <;> norm_num

end

end OrderTensorInvariant
```

```lean
#print axioms OrderTensorInvariant.pair_average_eq
#print axioms OrderTensorInvariant.order_tensor_invariant
#print axioms OrderTensorInvariant.order_parameter_sq_le
#print axioms OrderTensorInvariant.orderTensor_orthogonal_axes
```

```
'OrderTensorInvariant.pair_average_eq' depends on axioms: [propext, Classical.choice, Quot.sound]
'OrderTensorInvariant.order_tensor_invariant' depends on axioms: [propext, Classical.choice, Quot.sound]
'OrderTensorInvariant.order_parameter_sq_le' depends on axioms: [propext, Classical.choice, Quot.sound]
'OrderTensorInvariant.orderTensor_orthogonal_axes' depends on axioms: [propext, Classical.choice, Quot.sound]
```
